# Inertia-tensor traces for all positive masses fix every interatomic distance, but principal moments do not separate mirror images

## Can moments give single distances if the centre of mass keeps moving?

Take a rigid molecule with labelled atoms at positions \(x_i\in\mathbb R^3\) and masses \(m_i>0\). Its three principal moments are the eigenvalues of the inertia tensor about the centre of mass. If I change one isotope, the mass changes, but in general the centre of mass moves too, so the contributions of the other atoms can change as well. Suppose I had the moments for every choice of masses at the same geometry. Could I really extract each individual distance from such mixed data? And if I could, would I also know whether I had the left-handed or the right-handed molecule?

## Every distance, but not the handedness

Write \(M=\sum_i m_i\) for the total mass and
\[
c_i=x_i-\frac1M\sum_j m_jx_j,\qquad
I(m)=\sum_i m_i\left(|c_i|^2\mathbf 1-c_ic_i^{\mathsf T}\right),\qquad
d_{ij}=|x_i-x_j|
\]
for the centred positions, the inertia tensor and the distances. The trace of \(I(m)\) is the sum of the three principal moments. The geometry stays fixed when the masses change, and atoms keep their labels when two configurations are compared.

The sum of the moments already suffices to find the distances. All three moments together still cannot tell a molecule from its mirror image.

### Four isotopologues isolate one distance

Since \(x_i-x_j=c_i-c_j\),
\[
d_{ij}^2=|c_i|^2+|c_j|^2-2\,c_i\cdot c_j .
\]
Multiply by \(m_j\) and sum over \(j\). The cross term vanishes because \(\sum_j m_jc_j=0\), which leaves a parallel-axis identity:
\[
\sum_j m_jd_{ij}^2=M|c_i|^2+\sum_j m_j|c_j|^2 .
\]
Now multiply by \(m_i\) and sum over \(i\). Each term on the right gives \(M\sum_i m_i|c_i|^2\). The identity matrix has trace 3 and \(c_ic_i^{\mathsf T}\) has trace \(|c_i|^2\), so \(\operatorname{tr}I(m)=2\sum_i m_i|c_i|^2\). Therefore
\[
S(m):=M\operatorname{tr}I(m)=\sum_{i,j}m_im_jd_{ij}^2 .
\]

This removes your difficulty with the moving centre of mass: after multiplication by \(M\), the trace is a quadratic form in the masses, with coefficients that depend only on the distances.

Let \(e_i\) be the mass vector with 1 at atom \(i\) and 0 elsewhere. Add \(\delta\) to the mass of atom \(i\) and \(\varepsilon\) to that of atom \(j\), separately and together. With \(u=\delta e_i\) and \(v=\varepsilon e_j\), the coefficient of \(d_{kl}^2\) in the second difference is
\[
\begin{aligned}
&(m+u+v)_k(m+u+v)_l-(m+u)_k(m+u)_l\\
&\quad-(m+v)_k(m+v)_l+m_km_l=u_kv_l+v_ku_l .
\end{aligned}
\]
Only the pairs \((i,j)\) and \((j,i)\) contribute, so
\[
S(m+\delta e_i+\varepsilon e_j)-S(m+\delta e_i)-S(m+\varepsilon e_j)+S(m)=2\delta\varepsilon\,d_{ij}^2 .
\]

If two configurations have equal traces for all positive masses, they have equal \(S\), hence equal \(d_{ij}^2\), and equal \(d_{ij}\) because distances are nonnegative. Conversely, equal distances give equal \(S\), and division by \(M>0\) gives equal traces. With no atoms, both traces are zero.

### A reflection leaves the moments alone and reverses the volume

Let \(R=\operatorname{diag}(1,1,-1)\). Reflection sends \(c_i\) to \(Rc_i\) and preserves its length, so the new tensor is \(RI(m)R\). Since \(R^2=\mathbf 1\), this is a similarity transformation, and the characteristic polynomial, whose roots are the principal moments, is unchanged.

For handedness, take four atoms \(i,j,k,l\) and let \(A\) be the matrix with rows \(x_j-x_i\), \(x_k-x_i\), \(x_l-x_i\). Its determinant \(V\) is a signed volume, nonzero exactly when the atoms are not coplanar. Reflection changes \(V\) to \(-V\). A proper motion \(x\mapsto Qx+t\), with \(Q\) a rotation and \(t\) a translation, changes \(A\) to \(AQ^{\mathsf T}\) and preserves \(V\), because \(\det Q=1\). If such a motion carried each atom to its own reflection, then \(V=-V\), so \(V=0\). This is impossible when the four atoms are not coplanar.

### What the Lean statements say

The finite type `ι` labels the atoms, `x : ι → Fin 3 → ℝ` gives their Cartesian positions, and `m : ι → ℝ` their masses. The definitions `centred`, `inertia` and `distance` are \(c_i\), \(I(m)\) and the Euclidean distance; `scaledTrace` is \(S\).

- `trace_eq_iff_distance_eq` says that the traces for `x` and `y` agree for every `m` with all entries positive if and only if all corresponding distances agree.
- `charpoly_mirror` says that a configuration and its reflection have the same characteristic polynomial for every `m`, in particular for all positive masses.
- `not_superposable_mirror` says that if `signedVolume` is nonzero for some four atoms, no rotation of determinant one followed by a translation carries each atom to its own reflection.

For a general pair of configurations the equivalence concerns traces; equality of all three moments is proved for mirror images.

The labels matter for chemistry. The four hydrogens of methane are not coplanar, so with labelled hydrogens the molecule satisfies the hypothesis of the last theorem, yet it is achiral once identical hydrogens may be exchanged. Chemical chirality also requires that no permitted exchange of equivalent atoms makes the two forms superposable.

For structure determination from rotational spectra, the result describes the information in ideal rigid-rotor moments with one geometry common to all isotopologues. Measured rotational constants also contain vibrational contributions, and real isotopes offer only certain masses. For the four-species formula, one parent assignment of positive masses and two positive increments are enough to give \(d_{ij}\).

```lean
import Mathlib

open Matrix

namespace IsotopicMoments

noncomputable section

variable {ι : Type*} [Fintype ι]

/-- Position of atom `i` relative to the centre of mass, for nonzero total mass. -/
def centred (m : ι → ℝ) (x : ι → Fin 3 → ℝ) (i : ι) : Fin 3 → ℝ :=
  fun a => x i a - (∑ j, m j * x j a) / ∑ j, m j

/-- The inertia tensor about the centre of mass, for nonzero total mass. -/
def inertia (m : ι → ℝ) (x : ι → Fin 3 → ℝ) : Matrix (Fin 3) (Fin 3) ℝ :=
  ∑ i, m i • ((centred m x i ⬝ᵥ centred m x i) • (1 : Matrix (Fin 3) (Fin 3) ℝ)
    - vecMulVec (centred m x i) (centred m x i))

/-- Total mass times the trace of the inertia tensor, for nonzero total mass. -/
def scaledTrace (m : ι → ℝ) (x : ι → Fin 3 → ℝ) : ℝ :=
  (∑ i, m i) * (inertia m x).trace

/-- The Euclidean distance between two points of space. -/
def distance (p q : Fin 3 → ℝ) : ℝ := √((p - q) ⬝ᵥ (p - q))

/-- Reflection of a point in the plane of the first two axes. -/
def mirror (p : Fin 3 → ℝ) : Fin 3 → ℝ := ![p 0, p 1, -p 2]

/-- A proper rotation followed by a translation carries each atom of `x` to the same atom
of `y`. -/
def Superposable (x y : ι → Fin 3 → ℝ) : Prop :=
  ∃ (Q : Matrix (Fin 3) (Fin 3) ℝ) (t : Fin 3 → ℝ),
    Qᵀ * Q = 1 ∧ Q.det = 1 ∧ ∀ i, y i = Q *ᵥ x i + t

/-- Signed volume of the parallelepiped spanned at `p` by the edges to `q`, `r`, `s`. -/
def signedVolume (p q r s : Fin 3 → ℝ) : ℝ :=
  (Matrix.of ![q - p, r - p, s - p]).det

/-- A squared distance, written with positions relative to the centre of mass. -/
theorem distance_sq (m : ι → ℝ) (x : ι → Fin 3 → ℝ) (i j : ι) :
    distance (x i) (x j) ^ 2 = centred m x i ⬝ᵥ centred m x i
      + centred m x j ⬝ᵥ centred m x j - 2 * (centred m x i ⬝ᵥ centred m x j) := by
  have h : 0 ≤ (x i - x j) ⬝ᵥ (x i - x j) := by
    simp only [dotProduct]
    exact Finset.sum_nonneg fun a _ => mul_self_nonneg _
  rw [distance, Real.sq_sqrt h]
  simp only [centred, dotProduct, Fin.sum_univ_three, Pi.sub_apply]
  ring

/-- Parallel-axis identity: for nonzero total mass, the second moment about atom `i` is that
about the centre of mass plus total mass times the squared offset of `i`. -/
theorem parallel_axis {m : ι → ℝ} (hM : ∑ i, m i ≠ 0) (x : ι → Fin 3 → ℝ) (i : ι) :
    ∑ j, m j * distance (x i) (x j) ^ 2 =
      (∑ j, m j) * (centred m x i ⬝ᵥ centred m x i)
        + ∑ j, m j * (centred m x j ⬝ᵥ centred m x j) := by
  -- the mass-weighted centred positions add up to zero
  have h0 : ∀ a, ∑ j, m j * centred m x j a = 0 := by
    intro a
    simp only [centred, mul_sub, Finset.sum_sub_distrib]
    rw [← Finset.sum_mul, mul_div_cancel₀ _ hM, sub_self]
  have hz : ∑ j, m j * (centred m x i ⬝ᵥ centred m x j) = 0 := by
    calc _ = centred m x i 0 * ∑ j, m j * centred m x j 0
          + centred m x i 1 * ∑ j, m j * centred m x j 1
          + centred m x i 2 * ∑ j, m j * centred m x j 2 := by
            simp only [Finset.mul_sum, ← Finset.sum_add_distrib]
            refine Finset.sum_congr rfl fun j _ => ?_
            simp only [dotProduct, Fin.sum_univ_three]
            ring
      _ = 0 := by rw [h0, h0, h0]; ring
  simp only [distance_sq m, mul_sub, mul_add, Finset.sum_sub_distrib,
    Finset.sum_add_distrib, mul_left_comm _ (2 : ℝ)]
  rw [← Finset.sum_mul, ← Finset.mul_sum, hz]
  ring

/-- For nonzero total mass, the scaled trace is the sum of `m i * m j` times the squared
distance over all ordered pairs of atoms. -/
theorem scaledTrace_eq {m : ι → ℝ} (hM : ∑ i, m i ≠ 0) (x : ι → Fin 3 → ℝ) :
    scaledTrace m x = ∑ i, ∑ j, m i * m j * distance (x i) (x j) ^ 2 := by
  have ht : (inertia m x).trace = 2 * ∑ i, m i * (centred m x i ⬝ᵥ centred m x i) := by
    rw [inertia, Matrix.trace_sum, Finset.mul_sum]
    refine Finset.sum_congr rfl fun i _ => ?_
    simp only [Matrix.trace, Matrix.diag_apply, Fin.sum_univ_three, Matrix.smul_apply,
      Matrix.sub_apply, Matrix.one_apply_eq, Matrix.vecMulVec_apply, dotProduct, smul_eq_mul]
    ring
  simp only [mul_assoc, ← Finset.mul_sum, parallel_axis hM, mul_add, Finset.sum_add_distrib,
    mul_left_comm _ (∑ j, m j)]
  rw [← Finset.sum_mul, scaledTrace, ht]
  ring

omit [Fintype ι] in
/-- Making one atom heavier, or leaving it as it is, keeps all masses positive. -/
theorem substituted_pos [DecidableEq ι] {m : ι → ℝ} (hm : ∀ k, 0 < m k) (i : ι) {δ : ℝ}
    (hδ : 0 ≤ δ) : ∀ k, 0 < (m + Pi.single i δ : ι → ℝ) k := by
  intro k
  refine add_pos_of_pos_of_nonneg (hm k) ?_
  rw [Pi.single_apply]
  split_ifs
  exacts [hδ, le_rfl]

/-- Double substitution: for positive parent masses and nonnegative mass increments at `i`
and `j`, the scaled traces of four isotopologues give the squared distance of `i` and `j`
times twice the product of the increments. -/
theorem double_substitution [DecidableEq ι] {m : ι → ℝ} (hm : ∀ k, 0 < m k)
    (x : ι → Fin 3 → ℝ) (i j : ι) {δ ε : ℝ} (hδ : 0 ≤ δ) (hε : 0 ≤ ε) :
    scaledTrace (m + Pi.single i δ + Pi.single j ε) x - scaledTrace (m + Pi.single i δ) x
      - scaledTrace (m + Pi.single j ε) x + scaledTrace m x
      = 2 * δ * ε * distance (x i) (x j) ^ 2 := by
  have hT : ∀ w : ι → ℝ, (∀ k, 0 < w k) →
      scaledTrace w x = ∑ k, ∑ l, w k * w l * distance (x k) (x l) ^ 2 := fun w hw =>
    scaledTrace_eq (Finset.sum_pos (fun k _ => hw k) ⟨i, Finset.mem_univ i⟩).ne' x
  have hs : ∀ (i j : ι) (a b : ℝ), ∑ k, ∑ l, (Pi.single i a : ι → ℝ) k *
      (Pi.single j b : ι → ℝ) l * distance (x k) (x l) ^ 2
      = a * b * distance (x i) (x j) ^ 2 := by
    intro i j a b
    refine (Fintype.sum_eq_single i fun k hk => ?_).trans
      ((Fintype.sum_eq_single j fun l hl => ?_).trans ?_)
    · simp [Pi.single_eq_of_ne hk]
    · simp [Pi.single_eq_of_ne hl]
    · simp
  have hsymm : distance (x j) (x i) ^ 2 = distance (x i) (x j) ^ 2 := by
    rw [distance_sq m x j i, distance_sq m x i j, dotProduct_comm (centred m x j) (centred m x i)]
    ring
  rw [hT _ (substituted_pos (substituted_pos hm i hδ) j hε), hT _ (substituted_pos hm i hδ),
    hT _ (substituted_pos hm j hε), hT _ hm]
  -- only the two cross terms survive the second difference
  calc _ = (∑ k, ∑ l, (Pi.single i δ : ι → ℝ) k * (Pi.single j ε : ι → ℝ) l *
          distance (x k) (x l) ^ 2) + ∑ k, ∑ l, (Pi.single j ε : ι → ℝ) k *
          (Pi.single i δ : ι → ℝ) l * distance (x k) (x l) ^ 2 := by
        simp only [← Finset.sum_add_distrib, ← Finset.sum_sub_distrib]
        refine Finset.sum_congr rfl fun k _ => Finset.sum_congr rfl fun l _ => ?_
        simp only [Pi.add_apply]
        ring
    _ = _ := by rw [hs, hs, hsymm]; ring

/-- Two configurations have equal traces of their inertia tensors for every assignment of
positive masses if and only if all corresponding interatomic distances agree. -/
theorem trace_eq_iff_distance_eq (x y : ι → Fin 3 → ℝ) :
    (∀ m : ι → ℝ, (∀ i, 0 < m i) → (inertia m x).trace = (inertia m y).trace) ↔
      ∀ i j, distance (x i) (x j) = distance (y i) (y j) := by
  classical
  constructor
  · intro h i j
    have hT : ∀ m : ι → ℝ, (∀ i, 0 < m i) → scaledTrace m x = scaledTrace m y :=
      fun m hm => by rw [scaledTrace, scaledTrace, h m hm]
    -- compare four isotopologues with unit masses and unit increments
    have h1 : ∀ k, 0 < (1 : ι → ℝ) k := fun k => by simp
    have hi := substituted_pos h1 i (zero_le_one (α := ℝ))
    have hj := substituted_pos h1 j (zero_le_one (α := ℝ))
    have hx := double_substitution h1 x i j zero_le_one zero_le_one
    have hy := double_substitution h1 y i j zero_le_one zero_le_one
    rw [hT _ (substituted_pos hi j zero_le_one), hT _ hi, hT _ hj, hT _ h1] at hx
    have hsq : distance (x i) (x j) ^ 2 = distance (y i) (y j) ^ 2 := by linarith
    exact (sq_eq_sq₀ (Real.sqrt_nonneg _) (Real.sqrt_nonneg _)).1 hsq
  · intro h m hm
    rcases isEmpty_or_nonempty ι with _ | _
    · simp [inertia]
    have hM : ∑ i, m i ≠ 0 := (Finset.sum_pos (fun i _ => hm i) Finset.univ_nonempty).ne'
    have hT : scaledTrace m x = scaledTrace m y := by
      rw [scaledTrace_eq hM, scaledTrace_eq hM]
      simp only [h]
    exact mul_left_cancel₀ hM hT

/-- Reflecting a molecule leaves the characteristic polynomial of its inertia tensor
unchanged. -/
theorem charpoly_mirror (m : ι → ℝ) (x : ι → Fin 3 → ℝ) :
    (inertia m (fun n => mirror (x n))).charpoly = (inertia m x).charpoly := by
  let R : Matrix (Fin 3) (Fin 3) ℝ := Matrix.diagonal ![1, 1, -1]
  have hRR : R * R = 1 := by
    ext a b
    fin_cases a <;> fin_cases b <;> simp [R]
  have hc : ∀ i, centred m (fun n => mirror (x n)) i = mirror (centred m x i) := by
    intro i
    ext a
    fin_cases a <;> simp [centred, mirror, neg_div]
    ring
  -- the tensor is conjugated by the reflection
  have hR : inertia m (fun n => mirror (x n)) = R * inertia m x * R := by
    rw [inertia, inertia, Finset.mul_sum, Finset.sum_mul]
    refine Finset.sum_congr rfl fun i _ => ?_
    rw [hc]
    ext a b
    fin_cases a <;> fin_cases b <;> simp [R, mirror, Matrix.vecMulVec_apply,
      dotProduct, Fin.sum_univ_three]
    ring
  rw [hR, Matrix.charpoly_mul_comm, ← mul_assoc, hRR, one_mul]

omit [Fintype ι] in
/-- A molecule with four non-coplanar atoms is not superposable on its mirror image, each atom
being matched with its own reflection. -/
theorem not_superposable_mirror (x : ι → Fin 3 → ℝ) {i j k l : ι}
    (hV : signedVolume (x i) (x j) (x k) (x l) ≠ 0) :
    ¬ Superposable x (fun n => mirror (x n)) := by
  rintro ⟨Q, t, -, hdet, h⟩
  have h' : ∀ n, mirror (x n) = Q *ᵥ x n + t := h
  have m0 : ∀ p, mirror p 0 = p 0 := fun _ => rfl
  have m1 : ∀ p, mirror p 1 = p 1 := fun _ => rfl
  have m2 : ∀ p, mirror p 2 = -p 2 := fun _ => rfl
  -- reflection reverses the signed volume
  have hr : signedVolume (mirror (x i)) (mirror (x j)) (mirror (x k)) (mirror (x l))
      = -signedVolume (x i) (x j) (x k) (x l) := by
    simp only [signedVolume, Matrix.det_fin_three, Matrix.of_apply, Matrix.cons_val,
      Pi.sub_apply, m0, m1, m2]
    ring
  -- a proper motion preserves it
  have hd : ∀ n a, (mirror (x n) - mirror (x i)) a = ∑ b, (x n - x i) b * Q a b := by
    intro n a
    simp only [h', Pi.sub_apply, Pi.add_apply, Matrix.mulVec, dotProduct, Fin.sum_univ_three]
    ring
  have hq : Matrix.of ![mirror (x j) - mirror (x i), mirror (x k) - mirror (x i),
      mirror (x l) - mirror (x i)] = Matrix.of ![x j - x i, x k - x i, x l - x i] * Qᵀ := by
    ext r a
    rw [Matrix.mul_apply]
    fin_cases r
    exacts [hd j a, hd k a, hd l a]
  rw [signedVolume, hq, Matrix.det_mul, Matrix.det_transpose, hdet, mul_one] at hr
  apply hV
  rw [signedVolume] at hr ⊢
  linarith

end

end IsotopicMoments
```

```lean
#print axioms IsotopicMoments.trace_eq_iff_distance_eq
-- 'IsotopicMoments.trace_eq_iff_distance_eq' depends on axioms: [propext, Classical.choice, Quot.sound]
#print axioms IsotopicMoments.charpoly_mirror
-- 'IsotopicMoments.charpoly_mirror' depends on axioms: [propext, Classical.choice, Quot.sound]
#print axioms IsotopicMoments.not_superposable_mirror
-- 'IsotopicMoments.not_superposable_mirror' depends on axioms: [propext, Classical.choice, Quot.sound]
```

### From the centred positions to the two conclusions

`distance_sq` removes the square root with `Real.sq_sqrt` and expands the dot products. In `parallel_axis`, `h0` states that the mass-weighted centred positions sum to zero, and `hz` uses this to remove the cross term. `scaledTrace_eq` computes the trace in `ht` and sums the parallel-axis identity over the atoms.

`double_substitution` then forms the second difference. The forward half of `trace_eq_iff_distance_eq` applies it to both configurations with unit parent masses and unit increments; `linarith` compares the results, and `sq_eq_sq₀` passes from squares to distances. The reverse half substitutes the equal distances into the double sum and cancels the total mass.

In `charpoly_mirror`, `hc` reflects the centred positions and `hR` establishes the form \(RI(m)R\). `Matrix.charpoly_mul_comm` moves the last \(R\) to the front, where \(R^2=\mathbf 1\) removes both. In `not_superposable_mirror`, `hr` is the sign change under reflection and `hq` is the matrix identity \(A\mapsto AQ^{\mathsf T}\). The argument uses the determinant of \(Q\) but not its orthogonality.

### `Pi.single` as an isotopic substitution

The function `Pi.single i δ` has value \(\delta\) at atom \(i\) and zero at every other atom. It is the vector \(\delta e_i\), so the doubly substituted species is simply `m + Pi.single i δ + Pi.single j ε`. Substitution becomes addition, and `ring` can expand the second difference term by term.

What remains is two double sums containing one `Pi.single` factor for each index. `Fintype.sum_eq_single` reduces a sum to one term once all others are shown to vanish. In `hs` it acts first on the outer sum and then on the inner one, leaving \(\delta\varepsilon d_{ij}^2\); `hsymm` identifies the distance in the other order.

No separate case is needed for \(i=j\). Both increments then fall on the same atom, and the formula correctly returns zero.
